# With a phonon parity, the lowest eigenvalue of a finite Hermitian matrix \(H_0+gV\) never rises with \(|g|\)

## Ground energy as the lowest eigenvalue

The ground energy can be defined through the spectrum or as the smallest expectation value in normalised states. Here it is spectral: \(E(g)\) is the infimum of the real eigenvalues of \(H_0+gV\), where \(H_0\) and \(V\) are Hermitian matrices and \(g\) is a real coupling strength. That the infimum is attained, and that it obeys the variational principle, are then theorems.

Working with matrices also means a finite basis. If it consists of phonon-number states, each phonon mode is cut off at some maximum number of quanta.

## A sign that phonon parity removes

In a Holstein-type model, \(H_0\) holds the electron hopping and the phonon energy, and \(V\) is linear in the lattice displacements. Let \(P=(-1)^N\), with \(N\) the total phonon number. Since \(V\) changes \(N\) by one and \(H_0\) conserves it,
\[
PH_0P^\dagger=H_0,\qquad PVP^\dagger=-V .
\]
These two relations are the hypothesis. Physically, they say that reversing all displacements costs nothing in the uncoupled system and flips the sign of the coupling energy. A term in \(H_0\) that is odd in the displacements, such as a cubic anharmonicity, breaks this parity.

## What is proved

Let \(v\) be a number with \(|\langle V\rangle|\le v\) in every normalised state. If \(|g|\le|g'|\), then
\[
0\le E(g)-E(g')\le v\,(|g'|-|g|),
\]
\[
|g'|\,[E(0)-E(g)]\le |g|\,[E(0)-E(g')].
\]
The first line says that the energy is nonincreasing and Lipschitz in \(|g|\); with \(|g'|=|g|\) it also gives \(E(-g)=E(g)\). The second says that the energy gain \(E(0)-E(g)\) grows at least in proportion to \(|g|\). Moreover, if \(E(g)<E(0)\) and \(|g|<|g'|\), then \(E(g')<E(g)\). Without a gain to start from, the energy may stay flat, as it does for \(V=0\).

For exact diagonalisation of a finite, truncated polaron model with this parity, a computed ground energy that rises with \(|g|\) while \(H_0\), \(V\) and the truncated basis stay fixed, by more than the expected numerical error, therefore signals a mistake in the matrix or the solver.

In Lean, the finite nonempty type `n` labels the basis states.

- `coupled H0 V g` is \(H_0+gV\).
- `levels A` is the set of real eigenvalues with nonzero eigenvectors, and `groundEnergy A` is its infimum.
- `expect A x` is the real part of \(x^\dagger Ax\). States are not normalised, so \(\|x\|^2\) appears as `expect 1 x`, and the bound on \(V\) reads `|expect V x| ≤ v * expect 1 x`.
- `IsPhononParity P H0 V` says that \(P\) is unitary and satisfies the two relations above. It doesn't mention phonon number, so any such unitary will do.

The theorems don't treat the untruncated oscillator. There \(b+b^\dagger\), with \(b\) the phonon annihilation operator, is unbounded and no finite \(v\) exists.

## The derivation from parity partners

**Variational principle.** Let \(A\) be Hermitian with lowest eigenvalue \(E_A\), and write \(\langle A\rangle_x=x^\dagger Ax\). Expanding \(x\) in orthonormal eigenvectors \(u_i\) with eigenvalues \(a_i\) gives
\[
\langle A\rangle_x=\sum_i a_i|u_i^\dagger x|^2\ge E_A\|x\|^2 .
\]
Hence \(c\le E_A\) implies \(c\|x\|^2\le\langle A\rangle_x\) for all \(x\). Conversely, if that inequality holds for all \(x\), testing it on a ground state gives \(c\le E_A\).

**Two trial states.** Put \(h=\langle H_0\rangle_x\) and \(w=\langle V\rangle_x\). The state \(x\) gives \(E(g)\|x\|^2\le h+gw\). Its partner \(y=P^\dagger x\) has
\[
\|y\|^2=x^\dagger PP^\dagger x=\|x\|^2,\qquad
\langle H_0\rangle_y=x^\dagger PH_0P^\dagger x=h,\qquad
\langle V\rangle_y=-w,
\]
so \(E(g)\|x\|^2\le h-gw\) as well. Together,
\[
E(g)\|x\|^2\le h-|gw| .
\]

**Monotonicity.** For \(|g|\le|g'|\) and every \(x\),
\[
E(g')\|x\|^2\le h-|g'||w|\le h-|g||w|\le h+gw .
\]
By the variational principle, \(E(g')\le E(g)\).

**Lipschitz bound.** For real \(a,b\),
\[
h+bw=(h+aw)+(b-a)w\ge\bigl(E(a)-v|b-a|\bigr)\|x\|^2,
\]
so \(E(b)\ge E(a)-v|b-a|\). Take \(a=|g|\), \(b=|g'|\) and use evenness.

**Growth of the gain.** If \(g'=0\), then \(g=0\) and both sides vanish. Otherwise
\[
\begin{aligned}
|g'|(h+gw)&\ge |g|(h-|g'||w|)+(|g'|-|g|)h\\
&\ge\bigl[|g|E(g')+(|g'|-|g|)E(0)\bigr]\|x\|^2 .
\end{aligned}
\]
Dividing by \(|g'|\) and applying the variational principle gives \(|g'|E(g)\ge|g|E(g')+(|g'|-|g|)E(0)\), which rearranges to the claim.

**Strict decrease.** Let \(|g|<|g'|\) and \(E(g)<E(0)\), and suppose \(E(g')\ge E(g)\). Then
\[
|g|[E(0)-E(g')]\le|g|[E(0)-E(g)]<|g'|[E(0)-E(g)],
\]
which contradicts the growth of the gain.

## One mode with at most one quantum

For a mode of energy \(\omega>0\) with states \(|0\rangle,|1\rangle\), take \(V=b+b^\dagger\) and \(P=\mathrm{diag}(1,-1)\). Then
\[
H_0+gV=\begin{pmatrix}0&g\\ g&\omega\end{pmatrix},\qquad e^2-\omega e-g^2=0,
\]
where \(e\) is an eigenvalue. The lower root is \(E(g)=\tfrac12\bigl(\omega-\sqrt{\omega^2+4g^2}\bigr)\).

## The highest level moves the other way

The highest eigenvalue of \(H_0+gV\) is minus the lowest eigenvalue of \(-H_0-gV\), and \(P\) is also a parity for \(-H_0\) and \(V\). The same argument therefore shows that the highest level never falls as \(|g|\) grows, a corollary the file below leaves unstated.

## The Lean file

```lean
import Mathlib

open Matrix
open scoped ComplexOrder

namespace PhononParity

noncomputable section

variable {n : Type*} [Fintype n] [DecidableEq n]

/-- The Hamiltonian `H0 + g V` with real coupling strength `g`. -/
def coupled (H0 V : Matrix n n ℂ) (g : ℝ) : Matrix n n ℂ := H0 + (g : ℂ) • V

/-- The real eigenvalues of `A`. -/
def levels (A : Matrix n n ℂ) : Set ℝ :=
  {e | ∃ x : n → ℂ, x ≠ 0 ∧ A *ᵥ x = (e : ℂ) • x}

/-- The infimum of the real eigenvalues, for Hermitian matrices of nonzero size. -/
def groundEnergy (A : Matrix n n ℂ) : ℝ := sInf (levels A)

/-- The real part of `⟨x|A|x⟩`; the squared norm of `x` is `expect 1 x`. -/
def expect (A : Matrix n n ℂ) (x : n → ℂ) : ℝ := (star x ⬝ᵥ A *ᵥ x).re

/-- `P` is a unitary that leaves `H0` unchanged and reverses the sign of the coupling `V`. -/
def IsPhononParity (P H0 V : Matrix n n ℂ) : Prop :=
  P ∈ Matrix.unitaryGroup n ℂ ∧ P * H0 * Pᴴ = H0 ∧ P * V * Pᴴ = -V

omit [Fintype n] [DecidableEq n] in
/-- For Hermitian `H0` and `V` and real `g`, the Hamiltonian `H0 + g V` is Hermitian. -/
theorem coupled_isHermitian {H0 V : Matrix n n ℂ} (hH : H0.IsHermitian)
    (hV : V.IsHermitian) (g : ℝ) : (coupled H0 V g).IsHermitian := by
  unfold coupled Matrix.IsHermitian
  rw [Matrix.conjTranspose_add, Matrix.conjTranspose_smul, hH.eq, hV.eq]
  simp

omit [DecidableEq n] in
/-- The expectation value of `H0 + g V` is that of `H0` plus `g` times that of `V`. -/
theorem expect_coupled (H0 V : Matrix n n ℂ) (g : ℝ) (x : n → ℂ) :
    expect (coupled H0 V g) x = expect H0 x + g * expect V x := by
  simp [expect, coupled, Matrix.add_mulVec, Matrix.smul_mulVec, dotProduct_add,
    dotProduct_smul]

/-- Each eigenvalue in the spectral decomposition of a Hermitian matrix is an energy level. -/
theorem eigenvalue_mem_levels {A : Matrix n n ℂ} (hA : A.IsHermitian) (i : n) :
    hA.eigenvalues i ∈ levels A := by
  refine ⟨(hA.eigenvectorBasis i).ofLp, ?_, ?_⟩
  · intro h
    apply hA.eigenvectorBasis.orthonormal.ne_zero i
    ext j
    simpa using congrFun h j
  · refine (hA.mulVec_eigenvectorBasis i).trans ?_
    ext j
    simp

/-- The ground energy of a Hermitian matrix of nonzero size is its lowest eigenvalue. -/
theorem groundEnergy_isLeast [Nonempty n] {A : Matrix n n ℂ} (hA : A.IsHermitian) :
    IsLeast (levels A) (groundEnergy A) := by
  -- the levels are roots of the characteristic polynomial, hence finite in number
  have hfin : (levels A).Finite := by
    have hp : {z : ℂ | A.charpoly.IsRoot z}.Finite :=
      Polynomial.finite_setOfPred_isRoot A.charpoly_monic.ne_zero
    refine (hp.preimage Complex.ofReal_injective.injOn).subset ?_
    rintro e ⟨x, hx, h⟩
    change A.charpoly.eval (e : ℂ) = 0
    rw [Matrix.eval_charpoly]
    refine Matrix.exists_mulVec_eq_zero_iff.1 ⟨x, hx, ?_⟩
    rw [Matrix.sub_mulVec, h]
    ext j
    simp [Matrix.scalar_apply]
  have hne : (levels A).Nonempty := ⟨_, eigenvalue_mem_levels hA (Classical.arbitrary n)⟩
  exact ⟨hne.csInf_mem hfin, fun e he => csInf_le hfin.bddBelow he⟩

/-- Variational principle: for a Hermitian matrix of nonzero size, `c` is a lower bound for the
ground energy exactly when `c ⟨x|x⟩ ≤ ⟨x|A|x⟩` for every trial state `x`. -/
theorem le_groundEnergy_iff [Nonempty n] {A : Matrix n n ℂ} (hA : A.IsHermitian) (c : ℝ) :
    c ≤ groundEnergy A ↔ ∀ x, c * expect 1 x ≤ expect A x := by
  constructor
  · intro hc x
    -- `A - c` has no negative eigenvalue
    have hB := coupled_isHermitian hA (Matrix.isHermitian_one (n := n) (α := ℂ)) (-c)
    have hpos : (coupled A 1 (-c)).PosSemidef := by
      refine hB.posSemidef_iff_eigenvalues_nonneg.2 (fun i => ?_)
      obtain ⟨y, hy, hBy⟩ := eigenvalue_mem_levels hB i
      have hmem : hB.eigenvalues i + c ∈ levels A := by
        refine ⟨y, hy, ?_⟩
        have hs : A *ᵥ y = coupled A 1 (-c) *ᵥ y + (c : ℂ) • y := by
          simp [coupled, Matrix.add_mulVec, Matrix.neg_mulVec, Matrix.smul_mulVec]
        rw [hs, hBy, Complex.ofReal_add, add_smul]
      have hle := (groundEnergy_isLeast hA).2 hmem
      change 0 ≤ hB.eigenvalues i
      linarith
    have h : 0 ≤ expect (coupled A 1 (-c)) x :=
      (Complex.le_def.1 (hpos.dotProduct_mulVec_nonneg x)).1
    rw [expect_coupled] at h
    linarith
  · intro h
    -- test the inequality on a ground state
    obtain ⟨x, hx, hAx⟩ := (groundEnergy_isLeast hA).1
    have hp : 0 < expect 1 x := by
      have hs : expect 1 x = ∑ i, Complex.normSq (x i) := by
        simp [expect, dotProduct, Complex.normSq_apply]
      obtain ⟨i, hi⟩ := Function.ne_iff.1 hx
      rw [hs]
      exact Finset.sum_pos' (fun j _ => Complex.normSq_nonneg _)
        ⟨i, Finset.mem_univ i, Complex.normSq_pos.2 hi⟩
    have he : expect A x = groundEnergy A * expect 1 x := by
      unfold expect
      rw [hAx, dotProduct_smul, Matrix.one_mulVec, smul_eq_mul, Complex.re_ofReal_mul]
    have hx' := h x
    rw [he] at hx'
    exact le_of_mul_le_mul_right hx' hp

variable [Nonempty n] {H0 V P : Matrix n n ℂ}

/-- With Hermitian `H0`, `V` and a phonon parity, a trial state and its parity partner together
give `E(g) ⟨x|x⟩ ≤ ⟨x|H0|x⟩ - |g ⟨x|V|x⟩|`. -/
theorem parity_bound (hH : H0.IsHermitian) (hV : V.IsHermitian)
    (hP : IsPhononParity P H0 V) (g : ℝ) (x : n → ℂ) :
    groundEnergy (coupled H0 V g) * expect 1 x ≤ expect H0 x - |g * expect V x| := by
  have hc : ∀ A : Matrix n n ℂ, expect A (Pᴴ *ᵥ x) = expect (P * A * Pᴴ) x := by
    intro A
    unfold expect
    rw [Matrix.star_mulVec, Matrix.conjTranspose_conjTranspose, ← Matrix.dotProduct_mulVec]
    simp only [Matrix.mulVec_mulVec, Matrix.mul_assoc]
  have hu : P * Pᴴ = 1 := Matrix.mem_unitaryGroup_iff.1 hP.1
  have hn : expect (-V) x = -expect V x := by
    simp [expect, Matrix.neg_mulVec, dotProduct_neg]
  have hvar := (le_groundEnergy_iff (coupled_isHermitian hH hV g) _).1 le_rfl
  have h1 := hvar x
  have h2 := hvar (Pᴴ *ᵥ x)
  rw [expect_coupled] at h1 h2
  rw [hc, hc, hc, mul_one, hu, hP.2.1, hP.2.2, hn] at h2
  rcases abs_cases (g * expect V x) with h | h <;> linarith [h.1]

/-- For Hermitian `H0`, `V` with a phonon parity, the ground energy does not increase with `|g|`,
and it falls at most at the rate `v` if `|⟨V⟩| ≤ v` in all normalised states. -/
theorem groundEnergy_antitone_lipschitz (hH : H0.IsHermitian) (hV : V.IsHermitian)
    (hP : IsPhononParity P H0 V) {v : ℝ} (hv : ∀ x, |expect V x| ≤ v * expect 1 x)
    {g g' : ℝ} (hg : |g| ≤ |g'|) :
    groundEnergy (coupled H0 V g') ≤ groundEnergy (coupled H0 V g) ∧
      groundEnergy (coupled H0 V g) - groundEnergy (coupled H0 V g') ≤ v * (|g'| - |g|) := by
  have mono : ∀ a b : ℝ, |a| ≤ |b| →
      groundEnergy (coupled H0 V b) ≤ groundEnergy (coupled H0 V a) := by
    intro a b hab
    refine (le_groundEnergy_iff (coupled_isHermitian hH hV a) _).2 (fun x => ?_)
    have h1 := parity_bound hH hV hP b x
    have h2 := neg_abs_le (a * expect V x)
    rw [abs_mul] at h1 h2
    rw [expect_coupled]
    linarith [mul_le_mul_of_nonneg_right hab (abs_nonneg (expect V x))]
  -- the Lipschitz bound in `g` itself needs no parity
  have lip : ∀ a b : ℝ, groundEnergy (coupled H0 V a) - v * |b - a| ≤
      groundEnergy (coupled H0 V b) := by
    intro a b
    refine (le_groundEnergy_iff (coupled_isHermitian hH hV b) _).2 (fun x => ?_)
    have h1 := (le_groundEnergy_iff (coupled_isHermitian hH hV a) _).1 le_rfl x
    have h2 := neg_abs_le ((b - a) * expect V x)
    have h3 := mul_le_mul_of_nonneg_left (hv x) (abs_nonneg (b - a))
    rw [abs_mul] at h2
    rw [expect_coupled] at h1 ⊢
    nlinarith
  refine ⟨mono g g' hg, ?_⟩
  have h := lip |g| |g'|
  rw [abs_of_nonneg (sub_nonneg.2 hg)] at h
  linarith [mono |g| g (abs_abs g).le, mono g' |g'| (abs_abs g').ge]

/-- For Hermitian `H0`, `V` with a phonon parity, the energy gain `E(0) - E(g)` grows at least in
proportion to `|g|`. -/
theorem gain_superlinear (hH : H0.IsHermitian) (hV : V.IsHermitian)
    (hP : IsPhononParity P H0 V) {g g' : ℝ} (hg : |g| ≤ |g'|) :
    |g'| * (groundEnergy (coupled H0 V 0) - groundEnergy (coupled H0 V g)) ≤
      |g| * (groundEnergy (coupled H0 V 0) - groundEnergy (coupled H0 V g')) := by
  rcases (abs_nonneg g').eq_or_lt with h0 | hb
  · have ha : |g| = 0 := by linarith [abs_nonneg g]
    rw [← h0, ha, zero_mul, zero_mul]
  · have key : (|g| * groundEnergy (coupled H0 V g') +
        (|g'| - |g|) * groundEnergy (coupled H0 V 0)) / |g'| ≤
        groundEnergy (coupled H0 V g) := by
      refine (le_groundEnergy_iff (coupled_isHermitian hH hV g) _).2 (fun x => ?_)
      rw [div_mul_eq_mul_div, div_le_iff₀ hb, expect_coupled]
      have h1 := parity_bound hH hV hP g' x
      have h2 := parity_bound hH hV hP 0 x
      have h3 := neg_abs_le (g * expect V x)
      rw [abs_mul] at h1 h3
      rw [zero_mul, abs_zero, sub_zero] at h2
      nlinarith [mul_le_mul_of_nonneg_left h1 (abs_nonneg g),
        mul_le_mul_of_nonneg_left h2 (sub_nonneg.2 hg), mul_le_mul_of_nonneg_left h3 hb.le]
    rw [div_le_iff₀ hb] at key
    linarith

/-- For Hermitian `H0`, `V` with a phonon parity, once the coupling has lowered the ground energy
below `E(0)`, every larger `|g|` lowers it strictly further. -/
theorem groundEnergy_strict (hH : H0.IsHermitian) (hV : V.IsHermitian)
    (hP : IsPhononParity P H0 V) {g g' : ℝ} (hg : |g| < |g'|)
    (hE : groundEnergy (coupled H0 V g) < groundEnergy (coupled H0 V 0)) :
    groundEnergy (coupled H0 V g') < groundEnergy (coupled H0 V g) := by
  by_contra hcon
  have h1 := mul_le_mul_of_nonneg_left (not_lt.1 hcon) (abs_nonneg g)
  have h2 := mul_pos (sub_pos.2 hg) (sub_pos.2 hE)
  linarith [gain_superlinear hH hV hP hg.le]

/-- A phonon mode of energy `ω > 0` cut off at one quantum, with coupling `b + b†` and parity
`diag(1, -1)`, has Hermitian `H0` and `V` that satisfy `IsPhononParity`; the ground energy of
`H0 + g V` is `(ω - √(ω² + 4g²)) / 2`. -/
theorem singlePhonon_witness {ω : ℝ} (hω : 0 < ω) :
    (!![0, 0; 0, (ω : ℂ)]).IsHermitian ∧ (!![0, 1; 1, (0 : ℂ)]).IsHermitian ∧
    IsPhononParity !![1, 0; 0, -1] !![0, 0; 0, (ω : ℂ)] !![0, 1; 1, 0] ∧
    ∀ g : ℝ, groundEnergy (coupled !![0, 0; 0, (ω : ℂ)] !![0, 1; 1, 0] g) =
      (ω - √(ω ^ 2 + 4 * g ^ 2)) / 2 := by
  have hH : (!![0, 0; 0, (ω : ℂ)]).IsHermitian := by
    ext i j
    fin_cases i <;> fin_cases j <;> simp
  have hV : (!![0, 1; 1, (0 : ℂ)]).IsHermitian := by
    ext i j
    fin_cases i <;> fin_cases j <;> simp
  refine ⟨hH, hV, ⟨Matrix.mem_unitaryGroup_iff.2 ?_, ?_, ?_⟩, fun g => ?_⟩
  iterate 3
    ext i j
    fin_cases i <;> fin_cases j <;>
      simp [Matrix.mul_apply, Fin.sum_univ_two, Matrix.star_eq_conjTranspose]
  have row0 : ∀ x : Fin 2 → ℂ,
      (coupled !![0, 0; 0, (ω : ℂ)] !![0, 1; 1, 0] g *ᵥ x) 0 = g * x 1 := by
    intro x
    simp [coupled, Matrix.mulVec, dotProduct, Fin.sum_univ_two]
  have row1 : ∀ x : Fin 2 → ℂ,
      (coupled !![0, 0; 0, (ω : ℂ)] !![0, 1; 1, 0] g *ᵥ x) 1 = g * x 0 + ω * x 1 := by
    intro x
    simp [coupled, Matrix.mulVec, dotProduct, Fin.sum_univ_two]
  have hr : √(ω ^ 2 + 4 * g ^ 2) ^ 2 = ω ^ 2 + 4 * g ^ 2 := Real.sq_sqrt (by positivity)
  have hr0 := Real.sqrt_nonneg (ω ^ 2 + 4 * g ^ 2)
  set r := √(ω ^ 2 + 4 * g ^ 2)
  have hrC : (r : ℂ) ^ 2 = (ω : ℂ) ^ 2 + 4 * (g : ℂ) ^ 2 := by exact_mod_cast hr
  refine (groundEnergy_isLeast (coupled_isHermitian hH hV g)).unique ⟨?_, ?_⟩
  · -- an explicit ground state
    refine ⟨![(((-ω - r) / 2 : ℝ) : ℂ), (g : ℂ)], ?_, funext (Fin.forall_fin_two.2 ⟨?_, ?_⟩)⟩
    · intro h
      have h0 : (((-ω - r) / 2 : ℝ) : ℂ) = 0 := congrFun h 0
      linarith [Complex.ofReal_eq_zero.1 h0]
    · refine (row0 _).trans ?_
      change (g : ℂ) * g = (((ω - r) / 2 : ℝ) : ℂ) * (((-ω - r) / 2 : ℝ) : ℂ)
      push_cast
      linear_combination (-1 / 4 : ℂ) * hrC
    · refine (row1 _).trans ?_
      change (g : ℂ) * (((-ω - r) / 2 : ℝ) : ℂ) + ω * g = (((ω - r) / 2 : ℝ) : ℂ) * g
      push_cast
      ring
  · -- every level solves the secular equation
    rintro e ⟨x, hx, h⟩
    have h0 : (g : ℂ) * x 1 = e * x 0 := (row0 x).symm.trans (congrFun h 0)
    have h1 : (g : ℂ) * x 0 + ω * x 1 = e * x 1 := (row1 x).symm.trans (congrFun h 1)
    have hq : ((e ^ 2 - ω * e - g ^ 2 : ℝ) : ℂ) = 0 := by
      by_contra hne
      refine hx (funext (Fin.forall_fin_two.2 ⟨?_, ?_⟩))
      · refine (mul_eq_zero.1 ?_).resolve_left hne
        push_cast
        linear_combination ((ω : ℂ) - e) * h0 - (g : ℂ) * h1
      · refine (mul_eq_zero.1 ?_).resolve_left hne
        push_cast
        linear_combination -(g : ℂ) * h0 - (e : ℂ) * h1
    have hq' := Complex.ofReal_eq_zero.1 hq
    by_contra hlt
    have hd : 0 < ω - 2 * e - r := by linarith [not_le.1 hlt]
    nlinarith [mul_pos hd hd, mul_nonneg hd.le hr0]

end

end PhononParity
```

```lean
#print axioms PhononParity.parity_bound
#print axioms PhononParity.groundEnergy_antitone_lipschitz
#print axioms PhononParity.groundEnergy_strict
```

```
'PhononParity.parity_bound' depends on axioms: [propext, Classical.choice, Quot.sound]
'PhononParity.groundEnergy_antitone_lipschitz' depends on axioms: [propext, Classical.choice, Quot.sound]
'PhononParity.groundEnergy_strict' depends on axioms: [propext, Classical.choice, Quot.sound]
```

## From the spectral theorem to the inequalities

`groundEnergy_isLeast` shows that the infimum is attained: the levels are roots of the characteristic polynomial, hence finite in number, and the spectral theorem supplies at least one. `le_groundEnergy_iff` is the variational principle. Instead of expanding \(x\), its forward direction shows that \(A-c\) has no negative eigenvalue and is therefore positive semidefinite. The reverse direction tests a ground state, as above.

In `parity_bound`, `hc` moves \(P\) from the state to the operator. The variational inequality `hvar` is used for \(x\) and for \(P^\dagger x\), and `abs_cases` merges the two results into one absolute value.

In `groundEnergy_antitone_lipschitz`, `mono` and `lip` are the monotonicity and Lipschitz steps; only `mono` uses parity. In `gain_superlinear`, `key` is the inequality after division by \(|g'|\), and `nlinarith` combines the three bounds with their nonnegative weights. `groundEnergy_strict` is the argument by contradiction.

`singlePhonon_witness` checks Hermiticity and the parity relations entry by entry. With \(r=\sqrt{\omega^2+4g^2}\), it exhibits the unnormalised ground state \((-(\omega+r)/2,\;g)\), which is nonzero even at \(g=0\) because \(\omega>0\). It then derives the secular equation for an arbitrary level \(e\). This gives \((\omega-2e)^2=r^2\), which rules out \(e<(\omega-r)/2\).
